# Near a perfect mirror, the electrostatic coupling of two vertical dipoles at equal height h and distance R changes by at most the fraction R³/(4h³)

Two vertical unit dipoles sit at the same height h > 0 above a perfect mirror, a distance R > 0 apart. Let U be their direct electrostatic coupling and V their coupling with the mirror present. Then

|V/U − 1| ≤ R³/(4h³).

For R = h/5 the change is at most 0.2 percent. In resonance energy transfer the dipoles are transition dipoles and V is the matrix element that moves the excitation. In a golden-rule model with fixed spectral overlap and real, unretarded coupling, the rate scales as V², so at this separation the mirror changes it by about 0.4 percent at most.

The bound follows from one for arbitrary orientations and heights, which limits the absolute change V − U.

## Dipoles and their images

Positions and dipole moments are vectors in a real inner product space `E`. Physical space is the three-dimensional case.

```lean
import Mathlib

open Filter Topology

namespace MirrorEnergyTransfer

noncomputable section

variable {E : Type*} [NormedAddCommGroup E] [InnerProductSpace ℝ E]
```

With the Coulomb constant set to one, dipoles p and q separated by the vector r have the coupling

(p·q)/|r|³ − 3 (p·r)(q·r)/|r|⁵.

```lean
/-- Electrostatic coupling of point dipoles `p` and `q` separated by the vector `r`,
in units where the Coulomb constant is one. -/
def dipoleCoupling (p q r : E) : ℝ :=
  inner ℝ p q / ‖r‖ ^ 3 - 3 * inner ℝ p r * inner ℝ q r / ‖r‖ ^ 5
```

This is the near-field form: all relevant distances, including those to the images, must be small compared with the transition wavelength. Retardation and radiation are absent.

The mirror is the plane through the origin with unit normal n. Reflection in it, written M, reverses the normal component of a vector:

M x = x − 2(n·x) n.

```lean
/-- Reflection in the plane through the origin with unit normal `n`. -/
def mirror (n x : E) : E := x - (2 * inner ℝ n x) • n
```

A perfect conductor responds to a dipole q at y as if there were a second dipole −Mq at My. The coupling of p at x to q at y is therefore the direct term, with separation x − y, plus an image term, with moment −Mq and separation x − My.

```lean
/-- Coupling of dipole `p` at `x` to dipole `q` at `y` above a perfect mirror: the direct term
plus the coupling of `p` to the image of `q`, which has minus the reflected moment. -/
def mirrorCoupling (n p q x y : E) : ℝ :=
  dipoleCoupling p q (x - y) + dipoleCoupling p (-mirror n q) (x - mirror n y)
```

The interaction of each dipole with its own image is left out, since it shifts the energy of one molecule and transfers nothing to the other. Absorption in the metal is also left out.

## The tangential field vanishes on the mirror

Since n has length one, n·n = 1.

```lean
private lemma inner_unit {n : E} (hn : ‖n‖ = 1) : inner ℝ n n = 1 := by
  rw [real_inner_self_eq_norm_sq, hn]; norm_num
```

Expanding the product of two reflected vectors gives

Mx·My = x·y − 4(n·x)(n·y) + 4(n·x)(n·y)(n·n) = x·y.

```lean
/-- Reflection in the mirror plane preserves inner products. -/
theorem inner_mirror {n : E} (hn : ‖n‖ = 1) (x y : E) :
    inner ℝ (mirror n x) (mirror n y) = inner ℝ x y := by
  simp only [mirror, inner_sub_left, inner_sub_right, real_inner_smul_left,
    real_inner_smul_right, inner_unit hn]
  rw [real_inner_comm n x]
  ring
```

Setting y = x shows that reflection preserves length.

```lean
private lemma norm_mirror {n : E} (hn : ‖n‖ = 1) (x : E) : ‖mirror n x‖ = ‖x‖ := by
  have h := inner_mirror hn x x
  rw [real_inner_self_eq_norm_sq, real_inner_self_eq_norm_sq] at h
  exact (sq_eq_sq₀ (norm_nonneg _) (norm_nonneg _)).1 h
```

The image rule can now be tested against the boundary condition of a conductor. Put a probe dipole p on the mirror and tangential to it, so that n·x = 0 and n·p = 0. Then Mx = x and Mp = p. With r = x − y, the separation from the image is x − My = Mr, and

p·(−Mq) = −p·q,  p·Mr = p·r,  (−Mq)·(Mr) = −q·r,  |Mr| = |r|.

The image term is thus −(p·q)/|r|³ + 3(p·r)(q·r)/|r|⁵, which cancels the direct term.

```lean
/-- A probe dipole lying on the mirror and tangential to it has zero total coupling to any
dipole: the tangential electric field vanishes on the mirror. -/
theorem tangential_coupling_eq_zero {n p x : E} (hn : ‖n‖ = 1) (hp : inner ℝ n p = 0)
    (hx : inner ℝ n x = 0) (q y : E) : mirrorCoupling n p q x y = 0 := by
  -- the point `x` and the probe `p` are their own reflections
  have key : x - mirror n y = mirror n (x - y) := by
    simp only [mirror, inner_sub_right, hx]
    module
  have hpm : mirror n p = p := by simp [mirror, hp]
  have h1 : ∀ z : E, inner ℝ p (mirror n z) = inner ℝ p z := by
    intro z
    have h := inner_mirror hn p z
    rwa [hpm] at h
  unfold mirrorCoupling dipoleCoupling
  rw [key, norm_mirror hn, inner_neg_right, inner_neg_left, h1 q, h1 (x - y), inner_mirror hn]
  ring
```

In the proof, `key` is the identity x − My = Mr and `h1` says that a tangential p does not distinguish z from Mz. The coupling of a probe to a field is minus their scalar product, so zero coupling for every tangential probe means zero tangential field. That this boundary condition determines the field above the mirror is the usual uniqueness argument of electrostatics, which is taken over here as physics and not formalised.

## A bound for every orientation

The field of p at separation r is −w/|r|³, where

w = p − 3(p·r) r/|r|².

The coupling to q is therefore (w·q)/|r|³. The length of w follows by expanding the square:

|w|² = |p|² − 6(p·r)²/|r|² + 9(p·r)²/|r|² = |p|² + 3(p·r)²/|r|² ≤ 4|p|².

The last step is the Cauchy–Schwarz inequality for p and r. Hence |w| ≤ 2|p|, and a second use of the inequality gives |w·q| ≤ 2|p||q|. If |r| ≥ d > 0, the coupling is at most 2|p||q|/d³ in absolute value.

```lean
/-- Two dipoles at least a distance `d` apart couple with strength at most
`2 ‖p‖ ‖q‖ / d ^ 3`, whatever their orientations. -/
theorem abs_dipoleCoupling_le (p q : E) {r : E} {d : ℝ} (hd : 0 < d) (hdr : d ≤ ‖r‖) :
    |dipoleCoupling p q r| ≤ 2 * ‖p‖ * ‖q‖ / d ^ 3 := by
  have hr : 0 < ‖r‖ := lt_of_lt_of_le hd hdr
  -- `w / ‖r‖ ^ 3` is the field of `p` up to sign
  obtain ⟨w, hw⟩ : ∃ w : E, w = p - (3 * inner ℝ p r / ‖r‖ ^ 2) • r := ⟨_, rfl⟩
  have hJ : dipoleCoupling p q r = inner ℝ w q / ‖r‖ ^ 3 := by
    rw [hw, inner_sub_left, real_inner_smul_left, real_inner_comm q r]
    unfold dipoleCoupling
    ring
  have hsq : ‖w‖ ^ 2 = ‖p‖ ^ 2 + 3 * (inner ℝ p r ^ 2 / ‖r‖ ^ 2) := by
    rw [hw, norm_sub_sq_real, real_inner_smul_right, norm_smul, mul_pow, Real.norm_eq_abs,
      sq_abs]
    field_simp
    ring
  have hc : inner ℝ p r ^ 2 / ‖r‖ ^ 2 ≤ ‖p‖ ^ 2 := by
    rw [div_le_iff₀ (by positivity), ← sq_abs, ← mul_pow]
    exact pow_le_pow_left₀ (abs_nonneg _) (abs_real_inner_le_norm p r) 2
  have hwp : ‖w‖ ≤ 2 * ‖p‖ :=
    (abs_le_of_sq_le_sq' (by rw [hsq, mul_pow]; linarith) (by positivity)).2
  have hnum : |inner ℝ w q| ≤ 2 * ‖p‖ * ‖q‖ :=
    (abs_real_inner_le_norm w q).trans (mul_le_mul_of_nonneg_right hwp (norm_nonneg q))
  rw [hJ, abs_div, abs_of_pos (pow_pos hr 3)]
  gcongr
```

The steps `hJ`, `hsq`, `hc`, `hwp` and `hnum` follow this order, and `gcongr` finally replaces |r| by the smaller distance d in the denominator.

For the mirror, d comes from the heights n·x and n·y. Reflection reverses the height of y, so

n·x + n·y = n·(x − My) ≤ |x − My|.

Subtracting the direct coupling leaves the image term alone. The image moment has length |q|, so the change is at most

2|p||q| / (n·x + n·y)³.

```lean
/-- For dipoles of any orientation above a perfect mirror, the mirror changes the coupling by at
most `2 ‖p‖ ‖q‖` over the cube of the sum of their heights. -/
theorem abs_mirror_correction_le {n x y : E} (hn : ‖n‖ = 1) (p q : E)
    (hx : 0 < inner ℝ n x) (hy : 0 < inner ℝ n y) :
    |mirrorCoupling n p q x y - dipoleCoupling p q (x - y)|
      ≤ 2 * ‖p‖ * ‖q‖ / (inner ℝ n x + inner ℝ n y) ^ 3 := by
  -- the image is at least as far away as the sum of the heights
  have hdist : inner ℝ n x + inner ℝ n y ≤ ‖x - mirror n y‖ := by
    have h := real_inner_le_norm n (x - mirror n y)
    have e : inner ℝ n (x - mirror n y) = inner ℝ n x + inner ℝ n y := by
      simp only [mirror, inner_sub_right, real_inner_smul_right, inner_unit hn]
      ring
    rwa [e, hn, one_mul] at h
  have h := abs_dipoleCoupling_le p (-mirror n q) (add_pos hx hy) hdist
  rw [norm_neg, norm_mirror hn] at h
  unfold mirrorCoupling
  rwa [add_sub_cancel_left]
```

The hypotheses `hx` and `hy` place both dipoles strictly above the mirror. Their orientations are free, and nothing is assumed about their horizontal separation.

## Vertical dipoles at equal height

Now let both moments be n and both heights h. The separation x − y is horizontal, with length R, so the second term of the direct coupling vanishes and U = 1/R³. Since −Mn = n, the image of a vertical dipole points the same way as the original. The separation from the image is

x − My = (x − y) + 2h n.

Its vertical component is 2h, and by Pythagoras its length is D = √(R² + 4h²). The total coupling is

V = 1/R³ + (1 − 12h²/D²)/D³.

```lean
/-- Direct and total coupling of two vertical unit dipoles at equal height `h` and
separation `R`, with `√(R ^ 2 + 4 * h ^ 2)` the distance from one dipole to the other's image. -/
theorem vertical_coupling {n x y : E} {h R : ℝ} (hn : ‖n‖ = 1) (hx : inner ℝ n x = h)
    (hy : inner ℝ n y = h) (hxy : ‖x - y‖ = R) :
    dipoleCoupling n n (x - y) = 1 / R ^ 3 ∧
    mirrorCoupling n n n x y = 1 / R ^ 3 +
      (1 - 12 * h ^ 2 / √(R ^ 2 + 4 * h ^ 2) ^ 2) / √(R ^ 2 + 4 * h ^ 2) ^ 3 := by
  have hnn := inner_unit hn
  have hz : inner ℝ n (x - y) = 0 := by rw [inner_sub_right, hx, hy, sub_self]
  have hm : mirror n n = -n := by
    simp only [mirror, hnn]
    module
  have hv : x - mirror n y = (x - y) + (2 * h) • n := by
    simp only [mirror, hy]
    module
  have hin : inner ℝ n (x - mirror n y) = 2 * h := by
    rw [hv, inner_add_right, hz, real_inner_smul_right, hnn]
    ring
  -- Pythagoras for the distance to the image
  have hsq : ‖x - mirror n y‖ ^ 2 = R ^ 2 + 4 * h ^ 2 := by
    rw [hv, norm_add_sq_real, real_inner_smul_right, real_inner_comm n (x - y), hz, hxy,
      norm_smul, hn, mul_one, Real.norm_eq_abs, sq_abs]
    ring
  have hD : ‖x - mirror n y‖ = √(R ^ 2 + 4 * h ^ 2) := by
    rw [← hsq, Real.sqrt_sq (norm_nonneg _)]
  have hU : dipoleCoupling n n (x - y) = 1 / R ^ 3 := by
    unfold dipoleCoupling
    rw [hnn, hz, hxy]
    ring
  refine ⟨hU, ?_⟩
  unfold mirrorCoupling
  rw [hU, hm, neg_neg]
  unfold dipoleCoupling
  rw [hnn, hin, hD]
  ring
```

In Lean, U is `dipoleCoupling n n (x - y)` and V is `mirrorCoupling n n n x y`, whose first `n` is the mirror normal and whose other two are the moments. The closed formula is thus derived from the geometry.

Because U = 1/R³, the relative change is V/U − 1 = (V − U)R³. The general bound with unit moments and total height 2h gives

|V/U − 1| ≤ 2R³/(2h)³ = R³/(4h³).

```lean
/-- For two vertical unit dipoles at height `h` and separation `R`, the mirror changes the
coupling by a relative amount of at most `R ^ 3 / (4 * h ^ 3)`. -/
theorem vertical_relative_change_le {n x y : E} {h R : ℝ} (hn : ‖n‖ = 1) (hh : 0 < h)
    (hR : 0 < R) (hx : inner ℝ n x = h) (hy : inner ℝ n y = h) (hxy : ‖x - y‖ = R) :
    |mirrorCoupling n n n x y / dipoleCoupling n n (x - y) - 1| ≤ R ^ 3 / (4 * h ^ 3) := by
  have hU := (vertical_coupling hn hx hy hxy).1
  have hR3 : 0 < R ^ 3 := pow_pos hR 3
  have e : mirrorCoupling n n n x y / dipoleCoupling n n (x - y) - 1
      = (mirrorCoupling n n n x y - dipoleCoupling n n (x - y)) * R ^ 3 := by
    rw [hU, sub_mul, one_div_mul_cancel hR3.ne', div_div_eq_mul_div, div_one]
  have hb := abs_mirror_correction_le hn n n (hx.symm ▸ hh) (hy.symm ▸ hh)
  rw [hn, hx, hy, show (h + h) ^ 3 = 8 * h ^ 3 by ring] at hb
  rw [e, abs_mul, abs_of_pos hR3]
  refine (mul_le_mul_of_nonneg_right hb hR3.le).trans (le_of_eq ?_)
  ring
```

Equal height matters for this relative bound. Put the vertical dipoles at heights 1 and 2, with horizontal distance ρ. The direct coupling is

U = (ρ² − 2)/(ρ² + 1)^(5/2),

which tends to zero as ρ² → 2, while the image term tends to −16/11^(5/2). The relative change then grows without limit, although R³/(4h³) with R = |x − y| and h = 1 tends only to 3√3/4. The absolute bound still holds, since it never divides by U.

## The constant 1/4 is the best possible

Fix h and let R shrink to zero. Then D → 2h, and

(V/U − 1)/R³ = (1 − 12h²/D²)/D³ → (1 − 3)/(8h³) = −1/(4h³).

No constant smaller than 1/4 can therefore serve for all R > 0. The negative sign means that the mirror weakens the coupling of closely spaced vertical dipoles.

```lean
/-- As the separation `R` of two vertical unit dipoles at height `h` shrinks to zero, the relative
change divided by `R ^ 3` tends to `-1 / (4 * h ^ 3)`. -/
theorem vertical_relative_change_sharp {n t : E} {h : ℝ} (hn : ‖n‖ = 1) (ht : ‖t‖ = 1)
    (hnt : inner ℝ n t = 0) (hh : 0 < h) :
    Tendsto (fun R : ℝ => (mirrorCoupling n n n (h • n) (h • n + R • t) /
        dipoleCoupling n n (h • n - (h • n + R • t)) - 1) / R ^ 3)
      (𝓝[>] 0) (𝓝 (-1 / (4 * h ^ 3))) := by
  have h0 : √((0 : ℝ) ^ 2 + 4 * h ^ 2) = 2 * h := by
    rw [show (0 : ℝ) ^ 2 + 4 * h ^ 2 = (2 * h) ^ 2 by ring]
    exact Real.sqrt_sq (by positivity)
  have hs : Tendsto (fun R : ℝ => √(R ^ 2 + 4 * h ^ 2)) (𝓝[>] 0) (𝓝 (2 * h)) := by
    have hc : Continuous (fun R : ℝ => √(R ^ 2 + 4 * h ^ 2)) := by fun_prop
    rw [← h0]
    exact (hc.tendsto 0).mono_left nhdsWithin_le_nhds
  have hval : (1 - 12 * h ^ 2 / (2 * h) ^ 2) / (2 * h) ^ 3 = -1 / (4 * h ^ 3) := by
    have h3 : 12 * h ^ 2 / (2 * h) ^ 2 = 3 := by
      rw [div_eq_iff (by positivity)]
      ring
    rw [h3]
    ring
  have hlim : Tendsto (fun R : ℝ => (1 - 12 * h ^ 2 / √(R ^ 2 + 4 * h ^ 2) ^ 2) /
      √(R ^ 2 + 4 * h ^ 2) ^ 3) (𝓝[>] 0) (𝓝 (-1 / (4 * h ^ 3))) := by
    rw [← hval]
    exact ((tendsto_const_nhds (x := (1 : ℝ))).sub
      ((tendsto_const_nhds (x := 12 * h ^ 2)).div (hs.pow 2) (by positivity))).div
      (hs.pow 3) (by positivity)
  -- for positive `R` the two functions agree
  refine hlim.congr' ?_
  filter_upwards [self_mem_nhdsWithin] with R hR
  have hR' : 0 < R := hR
  have hR3 : R ^ 3 ≠ 0 := (pow_pos hR' 3).ne'
  have hx : inner ℝ n (h • n) = h := by
    rw [real_inner_smul_right, inner_unit hn, mul_one]
  have hy : inner ℝ n (h • n + R • t) = h := by
    rw [inner_add_right, hx, real_inner_smul_right, hnt, mul_zero, add_zero]
  have hxy : ‖h • n - (h • n + R • t)‖ = R := by
    rw [show h • n - (h • n + R • t) = -(R • t) by abel, norm_neg, norm_smul, ht, mul_one,
      Real.norm_of_nonneg hR'.le]
  obtain ⟨hU, hV⟩ := vertical_coupling hn hx hy hxy
  rw [hU, hV, div_div_eq_mul_div, div_one, add_mul, one_div_mul_cancel hR3,
    add_sub_cancel_left, mul_div_cancel_right₀ _ hR3]
```

The dipoles are placed at `h • n` and `h • n + R • t`, where t is a unit vector tangential to the mirror. The filter `𝓝[>] 0` expresses that R approaches zero through positive values. The proof finds the limit of the explicit image term in `hlim`, then uses `vertical_coupling` to identify that term with the scaled relative change for every positive R.

## The separation at which the mirror has no effect

The coupling is unchanged when the image term vanishes. Since D is positive, this requires

D² = 12h², that is, R² = 8h².

The converse follows by substitution.

```lean
/-- The mirror leaves the coupling of two vertical unit dipoles at equal height unchanged exactly
when `R ^ 2 = 8 * h ^ 2`. -/
theorem vertical_unchanged_iff {n x y : E} {h R : ℝ} (hn : ‖n‖ = 1) (hR : 0 < R)
    (hx : inner ℝ n x = h) (hy : inner ℝ n y = h) (hxy : ‖x - y‖ = R) :
    mirrorCoupling n n n x y / dipoleCoupling n n (x - y) = 1 ↔ R ^ 2 = 8 * h ^ 2 := by
  obtain ⟨hU, hV⟩ := vertical_coupling hn hx hy hxy
  have hpos : 0 < R ^ 2 + 4 * h ^ 2 := by positivity
  have hD3 : √(R ^ 2 + 4 * h ^ 2) ^ 3 ≠ 0 := (pow_pos (Real.sqrt_pos.2 hpos) 3).ne'
  have hU0 : 1 / R ^ 3 ≠ 0 := (one_div_pos.2 (pow_pos hR 3)).ne'
  rw [hU, hV, div_eq_one_iff_eq hU0, Real.sq_sqrt hpos.le]
  constructor
  · intro e
    have e0 : (1 - 12 * h ^ 2 / (R ^ 2 + 4 * h ^ 2)) / √(R ^ 2 + 4 * h ^ 2) ^ 3 = 0 := by
      linarith
    rcases div_eq_zero_iff.1 e0 with e1 | e1
    · have e2 : 12 * h ^ 2 / (R ^ 2 + 4 * h ^ 2) = 1 := by linarith
      rw [div_eq_one_iff_eq hpos.ne'] at e2
      linarith
    · exact absurd e1 hD3
  · intro e
    have e2 : 12 * h ^ 2 / (R ^ 2 + 4 * h ^ 2) = 1 := by
      rw [div_eq_one_iff_eq hpos.ne']
      linarith
    rw [e2, sub_self, zero_div, add_zero]

end

end MirrorEnergyTransfer
```

At this separation, R = √8 h for dipoles above the mirror, the image lies in a direction where the vertical component of the dipole field is zero. This is a cancellation special to the geometry, whereas the bound R³/(4h³) describes how the relative change fades as the dipoles approach each other at fixed height. The absolute change V − U does not fade in that limit: it tends to −1/(4h³), while U grows without bound.

```lean
#print axioms MirrorEnergyTransfer.tangential_coupling_eq_zero
#print axioms MirrorEnergyTransfer.vertical_relative_change_le
#print axioms MirrorEnergyTransfer.vertical_relative_change_sharp
#print axioms MirrorEnergyTransfer.vertical_unchanged_iff
```

```
'MirrorEnergyTransfer.tangential_coupling_eq_zero' depends on axioms: [propext, Classical.choice, Quot.sound]
'MirrorEnergyTransfer.vertical_relative_change_le' depends on axioms: [propext, Classical.choice, Quot.sound]
'MirrorEnergyTransfer.vertical_relative_change_sharp' depends on axioms: [propext, Classical.choice, Quot.sound]
'MirrorEnergyTransfer.vertical_unchanged_iff' depends on axioms: [propext, Classical.choice, Quot.sound]
```
